For hydrogenic levels E(n) = −Z²/(2n²), the scaled spacing n³(E(n+k) − E(n)) tends to kZ² at fixed integer k

Q: Take hydrogen, nuclear charge Z = 1, in atomic units, with level energies E(n) = −1/(2n²) for principal quantum number n. The two lowest levels are E(1) = −1/2 and E(2) = −1/8, so the transition frequency is 3/8. The classical angular frequency 1/n³ is 1 for the first orbit and 1/8 for the second. Neither equals 3/8. Where is the correspondence?

A: In the ordering 1/8 < 3/8 < 1. The spacing lies between the orbital frequencies of the two levels that it connects, and the ratio of those two frequencies, (n+1)³/n³, is 8 at n = 1 and approaches 1 as n grows. At n = 10,

  E(11) − E(10) = ½(1/100 − 1/121) = 21/24200 ≈ 0.000868,

which lies between 1/1331 ≈ 0.000751 and 1/1000. Multiplied by n³ the spacing is 0.375 at n = 1, 0.868 at n = 10 and 0.985 at n = 100. The claim is that this sequence tends to 1, and to Z² for general Z, given the level formula as input.

Q: Given as input? Then show me what the file takes as its starting point.

```lean
import Mathlib

open Filter Topology

namespace HydrogenicCorrespondence

noncomputable section

/-- Hydrogenic level energy `E_n = -Z²/(2n²)` in atomic units, as a function of a real
principal quantum number `n`. -/
def energy (Z n : ℝ) : ℝ := -Z ^ 2 / (2 * n ^ 2)
```

A: The spectrum is postulated. `energy Z n` is the formula E(n) = −Z²/(2n²), which stands for the bound levels of one non-relativistic electron around a fixed point nucleus, in units where ħ, the electron mass and the Coulomb constant e²/(4πε₀) equal 1. No Hamiltonian or wavefunction occurs, and neither do the quantum numbers l and m or the degeneracy of a level. Both arguments are real. Real n allows differentiation with respect to n, and the limit theorems put natural numbers back in.

Q: An energy difference is not a frequency.

```lean
/-- Transition frequency `E_(n+k) - E_n` between the levels `n` and `n + k`. -/
def transition (Z n k : ℝ) : ℝ := energy Z (n + k) - energy Z n

/-- The orbital angular frequency `Z²/n³`. -/
def orbitalFreq (Z n : ℝ) : ℝ := Z ^ 2 / n ^ 3
```

A: With ħ = 1 it is an angular frequency, by Bohr's frequency condition, which the definition builds in. `transition Z n k` is

  ω(n,k) = E(n+k) − E(n),

where k is the jump in the quantum number. The sign convention is final minus initial: k > 0 is absorption, and k < 0 is emission with negative ω. `orbitalFreq Z n` is ω_cl(n) = Z²/n³, also an angular frequency, so no factor 2π appears.

Q: That is my main objection. Naming Z²/n³ "orbital" proves nothing about orbits.

A: Agreed, and for that reason the classical orbit is defined without any reference to n. A particle of unit mass moves on a circle of radius r with angular frequency w, hence with speed wr, in the potential −Z/r.

```lean
/-- Classical energy, kinetic plus Coulomb, of a unit mass on a circle of radius `r` with
angular frequency `w`. -/
def orbitEnergy (Z r w : ℝ) : ℝ := (w * r) ^ 2 / 2 - Z / r

/-- Newton's law for a circular orbit of positive radius in the Coulomb field: centripetal
acceleration `w² r` equals the attraction `Z/r²`. -/
def IsCircularOrbit (Z r w : ℝ) : Prop := 0 < r ∧ w ^ 2 * r = Z / r ^ 2
```

`orbitEnergy Z r w` is ½(wr)² − Z/r. `IsCircularOrbit Z r w` demands r > 0 and Newton's law in the radial direction, w²r = Z/r². This condition stands for the whole dynamics: uniform circular motion is assumed, and no differential equation is solved. Radiation loss and nuclear recoil are absent.

Q: How does n enter, if not through Bohr's quantisation of angular momentum?

A: Through the energy alone. Suppose Z > 0, n > 0, w > 0, and let the orbit have energy E(n). Multiplying Newton's law by r gives the virial relation

  (wr)² = Z/r.

The energy is then Z/(2r) − Z/r = −Z/(2r). Setting it equal to −Z²/(2n²) gives

  Z/r = Z²/n², so r = n²/Z.

The squared speed is Z/r = (Z/n)², and since wr and Z/n are both positive, wr = Z/n. Dividing by the radius,

  w = (Z/n)(Z/n²) = Z²/n³.

```lean
/-- For `Z > 0` and `n > 0`, a classical circular orbit with `w > 0` whose energy equals `E_n` has
radius `n²/Z` and angular frequency `Z²/n³`. -/
theorem circular_orbit_frequency {Z n r w : ℝ} (hZ : 0 < Z) (hn : 0 < n) (hw : 0 < w)
    (horb : IsCircularOrbit Z r w) (hE : orbitEnergy Z r w = energy Z n) :
    r = n ^ 2 / Z ∧ w = orbitalFreq Z n := by
  obtain ⟨hr, hN⟩ := horb
  have hr0 := hr.ne'
  have hn0 := hn.ne'
  have hZ0 := hZ.ne'
  -- virial relation: the squared speed is Z/r
  have hv : (w * r) ^ 2 = Z / r := by
    calc (w * r) ^ 2 = (w ^ 2 * r) * r := by ring
      _ = Z / r ^ 2 * r := by rw [hN]
      _ = Z / r := by field_simp
  have h1 : Z / r = Z ^ 2 / n ^ 2 := by
    unfold orbitEnergy energy at hE
    have h2 : -Z ^ 2 / (2 * n ^ 2) = -(Z ^ 2 / n ^ 2) / 2 := by field_simp
    rw [hv, h2] at hE
    linarith
  have hrad : r = n ^ 2 / Z := by
    rw [div_eq_div_iff hr0 (pow_ne_zero 2 hn0)] at h1
    rw [eq_div_iff hZ0]
    apply mul_left_cancel₀ hZ0
    linear_combination -h1
  refine ⟨hrad, ?_⟩
  -- the speed is Z/n, and the frequency is speed over radius
  have hspeed : w * r = Z / n := by
    apply (sq_eq_sq₀ (by positivity) (by positivity)).1
    rw [hv, h1, div_pow]
  have hw' : w = Z / n / r := by
    rw [eq_div_iff hr0]
    exact hspeed
  rw [hw', hrad, orbitalFreq]
  field_simp
```

The proof follows these lines. `hv` is the virial relation and `h1` is Z/r = Z²/n², obtained by `linarith` once `hv` is substituted in the energy. `hrad` cross-multiplies and cancels one factor Z. `hspeed` takes the square root by `sq_eq_sq₀`, which says that two non-negative numbers with equal squares are equal, and `hw'` divides by r. The hypothesis `hZ` is attraction, `hw` chooses the sense of rotation, and `hn` chooses the positive label for an energy that depends only on n². Since n is real here, the theorem is a piece of classical mechanics with the energy parametrised by n.

Q: An implication from five hypotheses is empty if no orbit satisfies them.

A: The next theorem exhibits one for every Z > 0 and n > 0. With r = n²/Z and w = Z²/n³,

  w²r = (Z⁴/n⁶)(n²/Z) = Z³/n⁴ = Z/r²,

  ½(Z/n)² − Z²/n² = −Z²/(2n²).

```lean
/-- The orbit with radius `n²/Z` and frequency `Z²/n³` obeys Newton's law and has
energy `E_n`. -/
theorem circular_orbit_witness {Z n : ℝ} (hZ : 0 < Z) (hn : 0 < n) :
    0 < orbitalFreq Z n ∧ IsCircularOrbit Z (n ^ 2 / Z) (orbitalFreq Z n) ∧
      orbitEnergy Z (n ^ 2 / Z) (orbitalFreq Z n) = energy Z n := by
  have hn0 := hn.ne'
  have hZ0 := hZ.ne'
  unfold IsCircularOrbit orbitEnergy orbitalFreq energy
  refine ⟨by positivity, ⟨by positivity, ?_⟩, ?_⟩
  · field_simp
  · field_simp
    ring
```

Its three conjuncts are `hw`, `horb` and `hE` of the previous theorem for this orbit. Taken together the two results say that exactly one pair (r, w) with w > 0 is a circular orbit of energy E(n), and its frequency is `orbitalFreq Z n`.

Q: Why should the quantum spacing know about that frequency?

A: One link is the slope of the level formula. By the quotient rule applied to −Z² over 2n²,

  dE/dn = (0·2n² + Z²·4n)/(2n²)² = Z²/n³.

```lean
/-- The slope `dE/dn` of the level energy at `n > 0` is the orbital frequency `Z²/n³`. -/
theorem hasDerivAt_energy (Z : ℝ) {n : ℝ} (hn : 0 < n) :
    HasDerivAt (energy Z) (orbitalFreq Z n) n := by
  have hn0 := hn.ne'
  have h1 : HasDerivAt (fun x : ℝ => 2 * x ^ 2) (2 * (2 * n)) n := by
    simpa using (hasDerivAt_pow 2 n).const_mul (2 : ℝ)
  have h2 := (hasDerivAt_const n (-Z ^ 2)).fun_div h1 (by positivity)
  refine HasDerivAt.congr_deriv h2 ?_
  unfold orbitalFreq
  field_simp
  ring
```

`HasDerivAt (energy Z) (orbitalFreq Z n) n` says that E is differentiable at n > 0 with derivative ω_cl(n), for any real Z. In the proof `h1` differentiates the denominator, `fun_div` is the quotient rule, and `congr_deriv` replaces the raw quotient by Z²/n³. In mechanics the frequency of a periodic motion is the derivative of the energy with respect to its action, and on the circular orbit the angular momentum wr² equals n; that reading of n as an action is my gloss and is not among the theorems. The limit below does not use the derivative.

Q: What does it use?

A: An exact formula. Bringing the Rydberg difference to a common denominator,

  ω(n,k) = (Z²/2)(1/n² − 1/(n+k)²) = Z² k(2n+k) / (2n²(n+k)²).

Multiply by n³, write x = k/n, and use 2n + k = n(2+x) and n + k = n(1+x):

  n³ ω(n,k) = Z² k n(2n+k) / (2(n+k)²) = Z² k (2+x) / (2(1+x)²).

```lean
/-- Exact form of the scaled transition frequency in terms of the ratio `k/n`, for two
positive quantum numbers `n` and `n + k`. -/
theorem scaled_transition (Z : ℝ) {n k : ℝ} (hn : 0 < n) (hnk : 0 < n + k) :
    n ^ 3 * transition Z n k = Z ^ 2 * k * (2 + k / n) / (2 * (1 + k / n) ^ 2) := by
  have hn0 := hn.ne'
  have hnk0 := hnk.ne'
  have h1 : 1 + k / n = (n + k) / n := by field_simp
  have h2 : 2 + k / n = (2 * n + k) / n := by field_simp
  rw [h1, h2]
  unfold transition energy
  field_simp
  ring
```

The hypotheses `hn` and `hnk` say that the initial and final quantum numbers are positive. The facts `h1` and `h2` are the two substitutions read backwards, and `field_simp` with `ring` verifies the identity after denominators are cleared. For Z = 1, n = 1, k = 1 the right side is 3/(2·4) = 3/8, as at the start. For n = 10 it gives 2·2.2/(2·1.44) ≈ 1.528 at k = 2 and −1.9/(2·0.81) ≈ −1.173 at k = −1.

Q: You argued from a bracket that held in two examples. Does it hold for all n?

A: For all real n > 0 and Z ≠ 0, with strict inequalities. From ω(n,1) = Z²(2n+1)/(2n²(n+1)²), the two gaps have numerators

  (2n+1)(n+1) − 2n² = 3n + 1,

  2(n+1)² − n(2n+1) = 3n + 2,

so that

  ω(n,1) − ω_cl(n+1) = Z²(3n+1) / (2n²(n+1)³) > 0,

  ω_cl(n) − ω(n,1) = Z²(3n+2) / (2n³(n+1)²) > 0.

```lean
/-- For nonzero charge the spacing `E_(n+1) - E_n` lies strictly between the orbital
frequencies of the two levels. -/
theorem spacing_between {Z n : ℝ} (hZ : Z ≠ 0) (hn : 0 < n) :
    orbitalFreq Z (n + 1) < transition Z n 1 ∧ transition Z n 1 < orbitalFreq Z n := by
  have hn0 := hn.ne'
  have hn1 : n + 1 ≠ 0 := by positivity
  have hZ2 : 0 < Z ^ 2 := by positivity
  constructor
  · have h : transition Z n 1 - orbitalFreq Z (n + 1)
        = Z ^ 2 * (3 * n + 1) / (2 * n ^ 2 * (n + 1) ^ 3) := by
      unfold transition energy orbitalFreq
      field_simp
      ring
    have hp : 0 < Z ^ 2 * (3 * n + 1) / (2 * n ^ 2 * (n + 1) ^ 3) := by positivity
    linarith
  · have h : orbitalFreq Z n - transition Z n 1
        = Z ^ 2 * (3 * n + 2) / (2 * n ^ 3 * (n + 1) ^ 2) := by
      unfold transition energy orbitalFreq
      field_simp
      ring
    have hp : 0 < Z ^ 2 * (3 * n + 2) / (2 * n ^ 3 * (n + 1) ^ 2) := by positivity
    linarith
```

Each branch states one of these identities as `h`, obtains the sign `hp` by `positivity`, and closes with `linarith`. At Z = 1, n = 1 the gaps are 4/16 = 1/4 and 5/8, matching 3/8 − 1/8 and 1 − 3/8. For Z = 0 all three quantities vanish, which is why `hZ` is there.

Q: Now the limit. Both frequencies go to zero at large n, so saying that they approach each other costs nothing.

A: That is the role of the factor n³: it compares ω(n,k) with ω_cl(n) on the scale on which ω_cl is the constant Z². For fixed k the ratio x = k/n tends to 0, the numerator Z²k(2+x) tends to 2Z²k, the denominator 2(1+x)² tends to 2, and the quotient tends to kZ².

```lean
/-- Large-`n` limit of the scaled level difference for a jump by any fixed integer `k`: `n³ (E_(n+k)
- E_n)` tends to `k Z²` as `n → ∞`. -/
theorem correspondence_harmonic (Z : ℝ) (k : ℤ) :
    Tendsto (fun n : ℕ => (n : ℝ) ^ 3 * transition Z n k) atTop (𝓝 (k * Z ^ 2)) := by
  -- the ratio k/n vanishes and the exact form is continuous at zero
  have h0 : Tendsto (fun n : ℕ => (k : ℝ) / n) atTop (𝓝 0) :=
    tendsto_const_nhds.div_atTop tendsto_natCast_atTop_atTop
  have hnum := (h0.const_add 2).const_mul (Z ^ 2 * k)
  have hden := ((h0.const_add 1).pow 2).const_mul 2
  have hlim := hnum.div hden (by norm_num)
  have hval : Z ^ 2 * (k : ℝ) * (2 + 0) / (2 * (1 + 0) ^ 2) = k * Z ^ 2 := by ring
  rw [hval] at hlim
  refine hlim.congr' ?_
  -- for large n both quantum numbers are positive
  have e1 := (tendsto_natCast_atTop_atTop (R := ℝ)).eventually_gt_atTop 0
  have e2 := (tendsto_natCast_atTop_atTop (R := ℝ)).eventually_gt_atTop (-(k : ℝ))
  filter_upwards [e1, e2] with n hn hk
  exact (scaled_transition Z hn (by linarith)).symm
```

`Tendsto f atTop (𝓝 a)` for a function f on the natural numbers is ordinary convergence of the sequence f(n) to the number a: `atTop` means n → ∞ and `𝓝 a` the neighbourhoods of a. Here n is a natural number cast to the reals, k is an integer of either sign that does not vary with n, and Z is any real number. Only Z² enters, so the statement also holds for Z < 0, where it has no bound states to describe. In the proof `h0` is k/n → 0, `hnum` and `hden` are the limits of numerator and denominator built with the rules for sums, products and powers, `hlim` is their quotient, and `hval` simplifies the value to kZ².

Q: The sequence starts at n = 0, and for emission n + k is zero or negative at small n. Those levels do not exist. How can the theorem have no hypothesis on n?

A: This is the step on which the proof turns. Lean's division returns 0 for a zero denominator, so every term is defined, but the exact formula can fail: at k = −1, n = 1 its left side is Z²/2 and its right side is 0. A limit ignores finitely many terms, and Mathlib expresses this through statements that hold eventually along `atTop`, meaning for all n beyond some threshold. The line `refine hlim.congr' ?_` transfers the limit from one sequence to another provided that the two are eventually equal. The facts `e1` and `e2` say that eventually n > 0 and eventually n > −k, both because n → ∞. Then `filter_upwards [e1, e2] with n hn hk` reduces the goal to a single n for which both inequalities are in hand, using that two eventual statements hold eventually together; the threshold, the larger of 0 and −k, is never written down. For such n, `scaled_transition` applies, with n + k > 0 supplied by `linarith`. The terms that decide the limit are therefore transitions between two levels with positive quantum numbers.

Q: And the statement for neighbouring levels?

```lean
/-- Large-`n` limit of the scaled spacing of neighbouring levels: `n³ (E_(n+1) - E_n)` tends to
`Z²`. -/
theorem correspondence (Z : ℝ) :
    Tendsto (fun n : ℕ => (n : ℝ) ^ 3 * (energy Z (n + 1) - energy Z n)) atTop
      (𝓝 (Z ^ 2)) := by
  simpa [transition] using correspondence_harmonic Z 1
```

A: It is the case k = 1 with `transition` unfolded, so that it reads n³(E(n+1) − E(n)) → Z² in terms of `energy` alone. Dividing the general limit by Z² gives the dimensionless form, for Z ≠ 0:

  ω(n,k)/ω_cl(n) = n³ ω(n,k)/Z² → k.

```lean
/-- For nonzero charge the ratio of the transition frequency `E_(n+k) - E_n` to the orbital
frequency `Z²/n³` tends to the integer `k`. -/
theorem correspondence_ratio {Z : ℝ} (hZ : Z ≠ 0) (k : ℤ) :
    Tendsto (fun n : ℕ => transition Z n k / orbitalFreq Z n) atTop (𝓝 (k : ℝ)) := by
  have h := (correspondence_harmonic Z k).div_const (Z ^ 2)
  have hval : (k : ℝ) * Z ^ 2 / Z ^ 2 = k := by field_simp
  rw [hval] at h
  refine h.congr fun n => ?_
  rw [orbitalFreq, div_div_eq_mul_div, mul_comm]

end

end HydrogenicCorrespondence
```

`div_const` performs the division, `hval` cancels Z², and the last line rewrites ω/(Z²/n³) as n³ω/Z², an identity valid for every n, so plain `congr` is enough.

Q: Is that Bohr's correspondence principle?

A: It is the statement about frequencies, for one postulated spectrum. Nothing is said about which transitions occur or how strong they are, since no matrix element or Fourier amplitude of the orbit is defined. The integer k appears as a multiple of ω_cl, but the only orbits treated are circles, and the dipole moment of uniform circular motion oscillates at the fundamental frequency alone; higher harmonics belong to eccentric orbits, which the file does not model. Jumps that grow with n are covered by `scaled_transition` but by none of the limits. Within the one-electron, non-relativistic, fixed-nucleus model, the result says that levels near a high n are almost evenly spaced by Z²/n³, so a superposition of a few neighbouring Rydberg levels nearly recurs, up to a global phase, after one classical period 2πn³/Z². No wave packet or time evolution is defined in the file, so this last consequence is a reading of the limit and is not among the theorems.

```lean
#print axioms HydrogenicCorrespondence.spacing_between
#print axioms HydrogenicCorrespondence.correspondence_harmonic
#print axioms HydrogenicCorrespondence.correspondence
#print axioms HydrogenicCorrespondence.correspondence_ratio
```

```
'HydrogenicCorrespondence.spacing_between' depends on axioms: [propext, Classical.choice, Quot.sound]
'HydrogenicCorrespondence.correspondence_harmonic' depends on axioms: [propext, Classical.choice, Quot.sound]
'HydrogenicCorrespondence.correspondence' depends on axioms: [propext, Classical.choice, Quot.sound]
'HydrogenicCorrespondence.correspondence_ratio' depends on axioms: [propext, Classical.choice, Quot.sound]
```
